# Collinear charges with $|a_i|+|b_j|<R$: the two-centre multipole series sums to the Coulomb energy

Two groups of point charges lie on a common line, and each group is described only by its moments about its own centre. When do the interactions between these moments, added over all orders, give back the exact Coulomb energy between the groups, whatever the order of addition?

```lean
import Mathlib

namespace CollinearMultipoleExpansion

noncomputable section

variable {ι κ : Type*} [Fintype ι] [Fintype κ]

/-- The `l`-th moment of charges `q i` at positions `a i` on a line. -/
def moment (q a : ι → ℝ) (l : ℕ) : ℝ := ∑ i, q i * a i ^ l

/-- The Coulomb interaction energy of charges `q i` at `a i` with charges `p j` at `R + b j`. -/
def coulombEnergy (q a : ι → ℝ) (p b : κ → ℝ) (R : ℝ) : ℝ :=
  ∑ i, ∑ j, q i * p j / |R + b j - a i|

/-- The interaction of the moment of order `l.1` of the first distribution with the moment
of order `l.2` of the second, at distance `R` between the two centres. -/
def multipoleTerm (q a : ι → ℝ) (p b : κ → ℝ) (R : ℝ) (l : ℕ × ℕ) : ℝ :=
  (-1) ^ l.2 * ((l.1 + l.2).choose l.1 : ℝ) * moment q a l.1 * moment p b l.2
    / R ^ (l.1 + l.2 + 1)

/-- The dimensionless term of a single pair of charges, in the scaled displacements `x`, `y`. -/
def pairTerm (x y : ℝ) (l : ℕ × ℕ) : ℝ :=
  ((l.1 + l.2).choose l.1 : ℝ) * x ^ l.1 * y ^ l.2

/-- The absolute value of a pair term is the pair term of the absolute displacements. -/
theorem norm_pairTerm (x y : ℝ) (l : ℕ × ℕ) : ‖pairTerm x y l‖ = pairTerm (|x|) (|y|) l := by
  unfold pairTerm
  rw [Real.norm_eq_abs, abs_mul, abs_mul, abs_pow, abs_pow, Nat.abs_cast]

/-- For `|y| < 1` and fixed order `k` in the first displacement, the pair terms sum over all orders
of the second to a term of a geometric series in `x / (1 - y)`. -/
theorem hasSum_second_order {y : ℝ} (hy : |y| < 1) (x : ℝ) (k : ℕ) :
    HasSum (fun n : ℕ => pairTerm x y (k, n)) (1 / (1 - y) * (x / (1 - y)) ^ k) := by
  have h := (hasSum_choose_mul_geometric_of_norm_lt_one k (r := y)
    (by rwa [Real.norm_eq_abs])).mul_left (x ^ k)
  have ef : (fun n : ℕ => pairTerm x y (k, n))
      = fun n : ℕ => x ^ k * (((n + k).choose k : ℝ) * y ^ n) := by
    funext n
    simp only [pairTerm]
    rw [add_comm k n, mul_comm _ (x ^ k), mul_assoc]
  have ev : 1 / (1 - y) * (x / (1 - y)) ^ k = x ^ k * (1 / (1 - y) ^ (k + 1)) := by
    rw [div_pow, pow_succ', div_mul_div_comm, one_mul, mul_one_div]
  rw [ef, ev]
  exact h

/-- For `|x| + |y| < 1`, the remaining geometric sum over the orders of the first displacement is `1
/ (1 - x - y)`. -/
theorem hasSum_first_order {x y : ℝ} (h : |x| + |y| < 1) :
    HasSum (fun k : ℕ => 1 / (1 - y) * (x / (1 - y)) ^ k) (1 / (1 - x - y)) := by
  have hy : 0 < 1 - y := by linarith [le_abs_self y, abs_nonneg x]
  have hy' := hy.ne'
  have hr : ‖x / (1 - y)‖ < 1 := by
    rw [Real.norm_eq_abs, abs_div, abs_of_pos hy, div_lt_one hy]
    linarith [le_abs_self y]
  have e : 1 - x / (1 - y) = (1 - x - y) / (1 - y) := by
    rw [eq_div_iff hy', sub_mul, div_mul_cancel₀ _ hy']
    ring
  have ev : 1 / (1 - x - y) = 1 / (1 - y) * (1 - x / (1 - y))⁻¹ := by
    rw [e, inv_div, ← mul_div_assoc, div_mul_cancel₀ _ hy']
  rw [ev]
  exact (hasSum_geometric_of_norm_lt_one hr).mul_left (1 / (1 - y))

/-- For `|x| + |y| < 1` the pair terms, summed over both orders, give `1 / (1 - x - y)`. -/
theorem hasSum_pairTerm {x y : ℝ} (h : |x| + |y| < 1) :
    HasSum (pairTerm x y) (1 / (1 - x - y)) := by
  have hy : |y| < 1 := by linarith [abs_nonneg x]
  have hy' : |(|y|)| < 1 := by rwa [abs_abs]
  have hxy' : |(|x|)| + |(|y|)| < 1 := by rwa [abs_abs, abs_abs]
  -- absolute summability, from the same two sums with absolute values
  have h0 : ∀ l, 0 ≤ pairTerm (|x|) (|y|) l := fun l =>
    mul_nonneg (mul_nonneg (Nat.cast_nonneg _) (pow_nonneg (abs_nonneg x) _))
      (pow_nonneg (abs_nonneg y) _)
  have hs : Summable (pairTerm (|x|) (|y|)) :=
    (summable_prod_of_nonneg (f := pairTerm (|x|) (|y|)) h0).2
      ⟨fun k => (hasSum_second_order hy' (|x|) k).summable,
        (summable_congr fun k => (hasSum_second_order hy' (|x|) k).tsum_eq).2
          (hasSum_first_order hxy').summable⟩
  have hs' : Summable (pairTerm x y) :=
    Summable.of_norm ((summable_congr (norm_pairTerm x y)).2 hs)
  -- the value, by summing one order after the other
  have h2 := hs'.hasSum.prod_fiberwise (fun k => hasSum_second_order hy x k)
  rw [← h2.unique (hasSum_first_order h)]
  exact hs'.hasSum

/-- The pair terms are summable exactly when `|x| + |y| < 1`. -/
theorem summable_pairTerm_iff (x y : ℝ) : Summable (pairTerm x y) ↔ |x| + |y| < 1 := by
  refine ⟨fun hs => ?_, fun h => (hasSum_pairTerm h).summable⟩
  have hn : Summable (pairTerm (|x|) (|y|)) :=
    (summable_congr (norm_pairTerm x y)).1 hs.norm
  -- order zero in `x` leaves a geometric series in `|y|`
  have e0 : ∀ n : ℕ, pairTerm (|x|) (|y|) (0, n) = |y| ^ n := fun n => by
    simp only [pairTerm, Nat.choose_zero_right, Nat.cast_one, pow_zero, one_mul]
  have hy' : |(|y|)| < 1 :=
    summable_geometric_iff_norm_lt_one.1 ((summable_congr e0).1 (hn.prod_factor 0))
  have hy : 0 < 1 - |y| := by
    rw [abs_abs] at hy'
    linarith
  -- summing over the second order leaves a geometric series in `|x| / (1 - |y|)`
  have h4 := (summable_congr fun k => (hasSum_second_order hy' (|x|) k).tsum_eq).1 hn.prod
  have h5 := summable_geometric_iff_norm_lt_one.1
    ((summable_mul_left_iff (one_div_ne_zero hy.ne')).1 h4)
  rw [Real.norm_eq_abs, abs_div, abs_abs, abs_of_pos hy, div_lt_one hy] at h5
  linarith

/-- Each multipole term is the sum, over all pairs of charges, of the dimensionless pair terms
weighted by `q i * p j / R`. -/
theorem multipoleTerm_eq_sum_pairs (q a : ι → ℝ) (p b : κ → ℝ) (R : ℝ) (l : ℕ × ℕ) :
    multipoleTerm q a p b R l
      = ∑ i, ∑ j, q i * p j / R * pairTerm (a i / R) (-b j / R) l := by
  have e : ∀ i j, ((-1) ^ l.2 * ((l.1 + l.2).choose l.1 : ℝ) / R ^ (l.1 + l.2 + 1))
        * ((q i * a i ^ l.1) * (p j * b j ^ l.2))
      = q i * p j / R * pairTerm (a i / R) (-b j / R) l := by
    intro i j
    unfold pairTerm
    rw [div_pow, div_pow, neg_pow (b j), pow_succ R (l.1 + l.2), pow_add R l.1 l.2]
    -- all powers become plain variables
    generalize ((l.1 + l.2).choose l.1 : ℝ) = c
    generalize (-1 : ℝ) ^ l.2 = s
    generalize a i ^ l.1 = A
    generalize b j ^ l.2 = B
    generalize R ^ l.1 = u
    generalize R ^ l.2 = v
    ring
  unfold multipoleTerm moment
  rw [mul_assoc _ (∑ i, q i * a i ^ l.1), ← div_mul_eq_mul_div, Finset.sum_mul_sum,
    Finset.mul_sum]
  refine Finset.sum_congr rfl fun i _ => ?_
  rw [Finset.mul_sum]
  exact Finset.sum_congr rfl fun j _ => e i j

/-- **Two-centre multipole expansion on a line.** If `|a i| + |b j| < R` for all pairs, the
double series of moment interactions is summable and its sum is the Coulomb energy. -/
theorem hasSum_multipoleTerm {q a : ι → ℝ} {p b : κ → ℝ} {R : ℝ}
    (h : ∀ i j, |a i| + |b j| < R) :
    HasSum (multipoleTerm q a p b R) (coulombEnergy q a p b R) := by
  rw [funext (multipoleTerm_eq_sum_pairs q a p b R)]
  unfold coulombEnergy
  refine hasSum_sum fun i _ => hasSum_sum fun j _ => ?_
  have hR : 0 < R := by linarith [h i j, abs_nonneg (a i), abs_nonneg (b j)]
  -- the charges of a pair never meet, and keep their order on the line
  have hd : 0 < R + b j - a i := by
    linarith [h i j, le_abs_self (a i), neg_abs_le (b j)]
  have hR' := hR.ne'
  have hxy : |a i / R| + |(-b j) / R| < 1 := by
    rw [abs_div, abs_div, abs_neg, abs_of_pos hR, ← add_div, div_lt_one hR]
    exact h i j
  have e : 1 - a i / R - (-b j) / R = (R + b j - a i) / R := by
    rw [eq_div_iff hR', sub_mul, sub_mul, div_mul_cancel₀ _ hR', div_mul_cancel₀ _ hR']
    ring
  have ev : q i * p j / |R + b j - a i|
      = q i * p j / R * (1 / (1 - a i / R - (-b j) / R)) := by
    rw [abs_of_pos hd, e, one_div_div, ← mul_div_assoc, div_mul_cancel₀ _ hR']
  rw [ev]
  exact (hasSum_pairTerm hxy).mul_left (q i * p j / R)

/-- For two nonzero charges and `R > 0`, the double multipole series is summable exactly when
the displacements from the two centres satisfy `|a| + |b| < R`. -/
theorem summable_two_charges_iff {q p a b R : ℝ} (hq : q ≠ 0) (hp : p ≠ 0) (hR : 0 < R) :
    Summable (multipoleTerm (fun _ : Unit => q) (fun _ => a) (fun _ : Unit => p) (fun _ => b) R)
      ↔ |a| + |b| < R := by
  have e : ∀ l, multipoleTerm (fun _ : Unit => q) (fun _ => a) (fun _ : Unit => p)
      (fun _ => b) R l = q * p / R * pairTerm (a / R) (-b / R) l := fun l => by
    rw [multipoleTerm_eq_sum_pairs, Fintype.sum_unique, Fintype.sum_unique]
  rw [summable_congr e, summable_mul_left_iff (div_ne_zero (mul_ne_zero hq hp) hR.ne'),
    summable_pairTerm_iff, abs_div, abs_div, abs_neg, abs_of_pos hR, ← add_div, div_lt_one hR]

/-- If `|a i| + |b j| < R` for all pairs and both distributions are neutral, the Coulomb energy is
the sum of the multipole terms in which both orders are at least one. -/
theorem hasSum_multipoleTerm_neutral {q a : ι → ℝ} {p b : κ → ℝ} {R : ℝ}
    (h : ∀ i j, |a i| + |b j| < R) (hq : ∑ i, q i = 0) (hp : ∑ j, p j = 0) :
    HasSum (fun l : ℕ × ℕ => multipoleTerm q a p b R (l.1 + 1, l.2 + 1))
      (coulombEnergy q a p b R) := by
  have hq0 : moment q a 0 = 0 := by simpa only [moment, pow_zero, mul_one] using hq
  have hp0 : moment p b 0 = 0 := by simpa only [moment, pow_zero, mul_one] using hp
  have hinj : Function.Injective (fun l : ℕ × ℕ => (l.1 + 1, l.2 + 1)) := by
    intro l l' hl
    have h1 : l.1 + 1 = l'.1 + 1 := congrArg Prod.fst hl
    have h2 : l.2 + 1 = l'.2 + 1 := congrArg Prod.snd hl
    exact Prod.ext (by omega) (by omega)
  -- every term containing a total charge vanishes
  have hz : ∀ l ∉ Set.range (fun l : ℕ × ℕ => (l.1 + 1, l.2 + 1)),
      multipoleTerm q a p b R l = 0 := by
    rintro ⟨m, n⟩ hl
    rcases m with _ | m
    · simp only [multipoleTerm, hq0, mul_zero, zero_mul, zero_div]
    · rcases n with _ | n
      · simp only [multipoleTerm, hp0, mul_zero, zero_div]
      · exact (hl ⟨(m, n), rfl⟩).elim
  exact (hinj.hasSum_iff (f := multipoleTerm q a p b R) hz).2 (hasSum_multipoleTerm h)

end

end CollinearMultipoleExpansion
```

```lean
#print axioms CollinearMultipoleExpansion.summable_two_charges_iff
#print axioms CollinearMultipoleExpansion.hasSum_multipoleTerm_neutral
```

```
'CollinearMultipoleExpansion.summable_two_charges_iff' depends on axioms: [propext, Classical.choice, Quot.sound]
'CollinearMultipoleExpansion.hasSum_multipoleTerm_neutral' depends on axioms: [propext, Classical.choice, Quot.sound]
```

## Moments, energy and the separation condition

The first group has charges $q_i$ at positions $a_i$, measured from a centre at the origin. The second has charges $p_j$ at $R+b_j$, so $b_j$ is a displacement from a centre at $R$. The index types `ι` and `κ` are finite, and all charges and positions are real numbers. The function `moment` defines

$$Q_l=\sum_i q_i a_i^l,\qquad P_l=\sum_j p_j b_j^l,$$

with $0^0=1$, so that $Q_0$ and $P_0$ are the total charges even if a charge sits at its centre. The function `coulombEnergy` is

$$E=\sum_{i,j}\frac{q_i p_j}{|R+b_j-a_i|},$$

in units where the Coulomb constant is 1. It contains the true distance and only the interaction between the groups, not the energy within either one.

The main theorem, `hasSum_multipoleTerm`, assumes $|a_i|+|b_j|<R$ for every pair $i,j$ and concludes

$$\sum_{(l_1,l_2)\in\mathbb N\times\mathbb N}(-1)^{l_2}\binom{l_1+l_2}{l_1}\frac{Q_{l_1}P_{l_2}}{R^{\,l_1+l_2+1}}=E.$$

In Lean the pair of orders is a single variable `l`, with $l_1$ = `l.1` and $l_2$ = `l.2`. `HasSum` over `ℕ × ℕ` means that the sums over finite sets of order pairs approach $E$ as the sets grow, with no preferred order of summation.

When both groups contain charges, the hypothesis forces $R>0$. It says that a ball around each centre, just large enough to hold that group, does not touch the other ball. If one group is empty, the hypothesis is vacuous and both sides are zero.

Two further theorems refine this. For two nonzero charges and $R>0$, `summable_two_charges_iff` says that the double series is summable exactly when $|a|+|b|<R$. If both groups are neutral and $|a_i|+|b_j|<R$ for every pair, `hasSum_multipoleTerm_neutral` says that the orders $l_1,l_2\ge1$ alone give $E$. The shifted index `(l.1 + 1, l.2 + 1)` expresses this restriction, and the first remaining term is $-2Q_1P_1/R^3$, the energy of two collinear dipoles.

## Where the expansion applies

Simulation codes can replace the interaction of distant charge groups by that of their moments; for finitely many fixed point charges on one line, the theorem gives a condition under which the full series reproduces the exact energy. It gives no error bound for a truncated series. Charges off the line, which need angular components of the moments, continuous charge densities and polarisation are not covered.

## Two geometric sums for one pair of charges

Take one pair, with charges $q$ and $p$ at displacements $a$ and $b$. Since $a\le|a|$ and $-b\le|b|$,

$$R+b-a\ \ge\ R-|a|-|b|\ >\ 0,$$

so the absolute value in the energy can be removed. With $x=a/R$ and $y=-b/R$,

$$\frac{qp}{R+b-a}=\frac{qp}{R}\,\frac{1}{1-x-y},\qquad |x|+|y|<1.$$

It remains to expand the last fraction. Fix the first order $k$ and sum over the second order $n$. Differentiating the geometric series $k$ times and dividing by $k!$ gives, for $|y|<1$,

$$\sum_{n}\binom{k+n}{k}x^k y^n=\frac{x^k}{(1-y)^{k+1}}=\frac{1}{1-y}\left(\frac{x}{1-y}\right)^k.$$

This is a term of a geometric series in $k$. Its ratio is smaller than 1 in absolute value, because $|x|<1-|y|\le 1-y$. Therefore

$$\sum_k\frac{1}{1-y}\left(\frac{x}{1-y}\right)^k=\frac{1}{1-y}\cdot\frac{1}{1-\frac{x}{1-y}}=\frac{1}{1-x-y}.$$

So far the sums were taken one after the other. The same calculation with $|x|$ and $|y|$ gives the finite value $1/(1-|x|-|y|)$ for the sum of the absolute values. The double series thus converges absolutely, and its sum does not depend on the order.

Now restore the prefactor:

$$\frac{qp}{R}\binom{l_1+l_2}{l_1}x^{l_1}y^{l_2}=(-1)^{l_2}\binom{l_1+l_2}{l_1}\frac{(q\,a^{l_1})(p\,b^{l_2})}{R^{\,l_1+l_2+1}}.$$

Summing over the finitely many pairs turns the two brackets into $Q_{l_1}P_{l_2}$ on the right, while the pair energies add up to $E$. If both groups are neutral, $Q_0=P_0=0$ removes every term with $l_1=0$ or $l_2=0$.

For the converse in the two-charge case, suppose the pair series is summable. Then so is the series of absolute values. Its row $k=0$ is $\sum_n|y|^n$, which forces $|y|<1$. Its row sums are then proportional to $\left(|x|/(1-|y|)\right)^k$, and their convergence forces $|x|<1-|y|$.

## Two charges that are far apart but too far from their centres

Without the separation condition the theorem fails, even if the charges themselves stay well apart. Take $R=1$, $q=p=1$ and $a=b=3/5$. The charges sit at $3/5$ and $8/5$, at distance 1, so $E=1$. But $|a|+|b|=6/5>1$, and the terms with $l_1=l_2=m$ have absolute value

$$\binom{2m}{m}\left(\frac{9}{25}\right)^m\ \ge\ \frac{1}{2m+1}\left(\frac{36}{25}\right)^m,$$

which grows without bound, so the double series cannot be summable.

A direct calculation, not part of the Lean file, shows that one special grouping still works here: the terms of total order $N=l_1+l_2$ add up to $(x+y)^N=0^N$, which leaves exactly 1. The correct value then depends on cancellation within each total order.

## How the Lean proof follows the calculation

The definition `pairTerm` is the dimensionless term $\binom{l_1+l_2}{l_1}x^{l_1}y^{l_2}$. The lemma `hasSum_second_order` does the sum over $n$ with Mathlib's series for binomial coefficients times powers, and `hasSum_first_order` does the remaining geometric sum over $k$.

They are combined in `hasSum_pairTerm`. For the nonnegative terms in $|x|$ and $|y|$, `summable_prod_of_nonneg` reduces double summability to summable rows with summable row sums. The lemma `norm_pairTerm` identifies these terms with the absolute values of the original ones, and `Summable.of_norm` transfers summability to the signed series. Then `prod_fiberwise` evaluates the double sum row by row, and uniqueness of sums fixes the value $1/(1-x-y)$.

The finite algebra is in `multipoleTerm_eq_sum_pairs`. It expands the product of two moments into a sum over pairs; the powers are replaced by plain variables, after which `ring` checks the identity for each pair. In the main theorem, `hasSum_sum` reduces the claim to a single pair, and the proof establishes $R+b_j-a_i>0$ before it removes the absolute value.

The converse argument is `summable_pairTerm_iff`, with `prod_factor 0` extracting the row $k=0$. The two-charge theorem applies it with the one-element type `Unit` as index type for each group; the nonzero prefactor $qp/R$ does not affect summability. The neutral case shows that all terms outside the range of the injective index shift vanish, so the shifted series has the same sum as the full one.
